# Real third-order products of A and B exponentials need negative steps in both

Suppose the product

exp(a₀tA) exp(b₀tB) ⋯ exp(aₛ₋₁tA) exp(bₛ₋₁tB)

has real coefficients and agrees with exp(t(A+B)) through t³ for all real 4×4 matrices A and B. Then some aᵢ is negative and some bᵢ is negative.

In imaginary-time propagation, with finite matrices standing for the kinetic and potential terms, such a general-purpose formula must therefore run each term backward at least once. For the kinetic term this means backward diffusion.

## Only exponentials of A and B

Each stage is an exponential of A times an exponential of B. Stages and factors are counted from left to right as written; acting on a column vector, the rightmost factor comes first. Zero coefficients are allowed, so formulas that begin with B or end with A are included. In `splitting`, stage 0 stands leftmost and only the first `s` coefficients enter. `flow` is the exponential as a formal power series in t, so the theorem concerns coefficients and gives no error bound at finite t.

In Lean 4 with Mathlib:

```lean
import Mathlib

open Finset

namespace ShengSuzukiBarrier

noncomputable section

variable {R : Type*} [Ring R] [Algebra ℝ R]

/-- The exponential `exp (c t X)` as a formal power series in the time step `t`. -/
def flow (c : ℝ) (X : R) : PowerSeries R :=
  PowerSeries.mk fun n => (c ^ n / (n.factorial : ℝ)) • X ^ n

/-- The splitting formula with `s` stages `exp (a i t A) exp (b i t B)`, ordered from left
to right. -/
def splitting (a b : ℕ → ℝ) (A B : R) : ℕ → PowerSeries R
  | 0 => 1
  | n + 1 => splitting a b A B n * (flow (a n) A * flow (b n) B)
```

The product form fixes the recurrences below. Without it the conclusion can fail: if exponentials of nested commutators are also allowed, there are fourth-order formulas with positive A and B steps.

## Agreement through t³ for every pair of matrices

This hypothesis says that the formula is accurate whatever the two terms are, with no help from special structure.

```lean
/-- The splitting agrees with `exp (t (A + B))` through `t ^ 3` for all real 4 by 4 matrices. -/
def ThirdOrder (a b : ℕ → ℝ) (s : ℕ) : Prop :=
  ∀ A B : Matrix (Fin 4) (Fin 4) ℝ, ∀ k ≤ 3,
    PowerSeries.coeff k (splitting a b A B s) = PowerSeries.coeff k (flow 1 (A + B))
```

Let pₙ and qₙ be the A-time and B-time elapsed after n stages, and wₙ, uₙ, vₙ the weights of the words AB, AAB, ABB. All start at 0. A new stage can supply the last B, or both B's of ABB:

wₙ₊₁ = wₙ + pₙ₊₁bₙ

uₙ₊₁ = uₙ + pₙ₊₁²bₙ/2

vₙ₊₁ = vₙ + wₙbₙ + pₙ₊₁bₙ²/2

The other weights follow because a product of two word weights sums over all interleavings. Dropping the index, pq = w + weight(BA) and pw = 2u + weight(ABA), and similarly for the remaining words; powers of A or B alone have weights such as p²/2 and p³/6. `quadratic` and `cubic` record the results.

```lean
/-- The time accumulated by the first `n` coefficients. -/
def elapsed (c : ℕ → ℝ) : ℕ → ℝ
  | 0 => 0
  | n + 1 => elapsed c n + c n

/-- The weight of the word `A B` after `n` stages. -/
def weightAB (a b : ℕ → ℝ) : ℕ → ℝ
  | 0 => 0
  | n + 1 => weightAB a b n + elapsed a (n + 1) * b n

/-- The weight of the word `A A B` after `n` stages. -/
def weightAAB (a b : ℕ → ℝ) : ℕ → ℝ
  | 0 => 0
  | n + 1 => weightAAB a b n + elapsed a (n + 1) ^ 2 / 2 * b n

/-- The weight of the word `A B B` after `n` stages. -/
def weightABB (a b : ℕ → ℝ) : ℕ → ℝ
  | 0 => 0
  | n + 1 => weightABB a b n + weightAB a b n * b n + elapsed a (n + 1) * b n ^ 2 / 2

/-- The second-order term with total times `p`, `q` and weight `w` of `A B`. -/
def quadratic (p q w : ℝ) (A B : R) : R :=
  (p ^ 2 / 2) • (A * A) + w • (A * B) + (p * q - w) • (B * A) + (q ^ 2 / 2) • (B * B)

/-- The third-order term with total times `p`, `q` and weights `w`, `u`, `v` of
`A B`, `A A B`, `A B B`. -/
def cubic (p q w u v : ℝ) (A B : R) : R :=
  (p ^ 3 / 6) • (A * A * A) + u • (A * A * B) + (p * w - 2 * u) • (A * B * A)
    + v • (A * B * B) + ((p * (p * q - w) - p * w + 2 * u) / 2) • (B * A * A)
    + (q * w - 2 * v) • (B * A * B)
    + ((q * (p * q - w) - q * w + 2 * v) / 2) • (B * B * A) + (q ^ 3 / 6) • (B * B * B)
```

`splitting_expansion` proves the expansion by induction, multiplying in one stage at a time and comparing words with `module`.

```lean
omit [Algebra ℝ R] in
/-- The coefficients of a product of two series through third order. -/
theorem coeff_mul_low (f g : PowerSeries R) :
    PowerSeries.coeff 0 (f * g) = PowerSeries.coeff 0 f * PowerSeries.coeff 0 g ∧
    PowerSeries.coeff 1 (f * g) = PowerSeries.coeff 0 f * PowerSeries.coeff 1 g
      + PowerSeries.coeff 1 f * PowerSeries.coeff 0 g ∧
    PowerSeries.coeff 2 (f * g) = PowerSeries.coeff 0 f * PowerSeries.coeff 2 g
      + PowerSeries.coeff 1 f * PowerSeries.coeff 1 g
      + PowerSeries.coeff 2 f * PowerSeries.coeff 0 g ∧
    PowerSeries.coeff 3 (f * g) = PowerSeries.coeff 0 f * PowerSeries.coeff 3 g
      + PowerSeries.coeff 1 f * PowerSeries.coeff 2 g
      + PowerSeries.coeff 2 f * PowerSeries.coeff 1 g
      + PowerSeries.coeff 3 f * PowerSeries.coeff 0 g := by
  refine ⟨?_, ?_, ?_, ?_⟩ <;>
    rw [PowerSeries.coeff_mul, Finset.Nat.sum_antidiagonal_eq_sum_range_succ_mk] <;>
    simp [Finset.sum_range_succ]

/-- The exponential series through third order. -/
theorem flow_low (c : ℝ) (X : R) :
    PowerSeries.coeff 0 (flow c X) = 1 ∧ PowerSeries.coeff 1 (flow c X) = c • X ∧
    PowerSeries.coeff 2 (flow c X) = (c ^ 2 / 2) • (X * X) ∧
    PowerSeries.coeff 3 (flow c X) = (c ^ 3 / 6) • (X * X * X) := by
  refine ⟨?_, ?_, ?_, ?_⟩ <;> simp only [flow, PowerSeries.coeff_mk] <;>
    norm_num [Nat.factorial, pow_succ]

/-- The expansion of a splitting formula through third order, in any real algebra. -/
theorem splitting_expansion (a b : ℕ → ℝ) (A B : R) (s : ℕ) :
    PowerSeries.coeff 0 (splitting a b A B s) = 1 ∧
    PowerSeries.coeff 1 (splitting a b A B s) = elapsed a s • A + elapsed b s • B ∧
    PowerSeries.coeff 2 (splitting a b A B s) =
      quadratic (elapsed a s) (elapsed b s) (weightAB a b s) A B ∧
    PowerSeries.coeff 3 (splitting a b A B s) =
      cubic (elapsed a s) (elapsed b s) (weightAB a b s) (weightAAB a b s)
        (weightABB a b s) A B := by
  induction s with
  | zero =>
    refine ⟨?_, ?_, ?_, ?_⟩ <;>
      simp [splitting, quadratic, cubic, elapsed, weightAB, weightAAB, weightABB,
        PowerSeries.coeff_one]
  | succ n ih =>
    obtain ⟨h0, h1, h2, h3⟩ := ih
    obtain ⟨e0, e1, e2, e3⟩ :=
      coeff_mul_low (splitting a b A B n) (flow (a n) A * flow (b n) B)
    obtain ⟨g0, g1, g2, g3⟩ := coeff_mul_low (flow (a n) A) (flow (b n) B)
    obtain ⟨x0, x1, x2, x3⟩ := flow_low (a n) A
    obtain ⟨y0, y1, y2, y3⟩ := flow_low (b n) B
    -- multiply out one more stage and compare the weights word by word
    refine ⟨by simp only [splitting, e0, g0, h0, x0, y0, mul_one], ?_, ?_, ?_⟩ <;>
      simp only [splitting, e1, e2, e3, g0, g1, g2, g3, h0, h1, h2, h3, x0, x1, x2, x3,
        y0, y1, y2, y3, quadratic, cubic, elapsed, weightAB, weightAAB, weightABB] <;>
      simp only [mul_add, add_mul, smul_mul_assoc, mul_smul_comm, smul_smul, one_mul,
        mul_one, ← mul_assoc] <;>
      module
```

In exp(t(A+B)) every word of length k has weight 1/k!. Matching therefore requires

pₛ = qₛ = 1, wₛ = 1/2, uₛ = vₛ = 1/6.

"For all matrices" is used to extract these five values. With `A₁` and `B₁`, the only three-step path from index 0 to index 3 spells AAB, so that matrix entry isolates uₛ; lower-order entries give pₛ, qₛ and wₛ. `A₂` and `B₂` isolate vₛ. Conversely, the five values fix every coefficient through t³.

```lean
/-- A splitting is of third order exactly when both total times are 1 and the words
`A B`, `A A B`, `A B B` have weights 1/2, 1/6, 1/6. -/
theorem thirdOrder_iff (a b : ℕ → ℝ) (s : ℕ) :
    ThirdOrder a b s ↔ elapsed a s = 1 ∧ elapsed b s = 1 ∧ weightAB a b s = 1 / 2 ∧
      weightAAB a b s = 1 / 6 ∧ weightABB a b s = 1 / 6 := by
  -- the exact evolution, written in the same words
  have exact2 : ∀ A B : Matrix (Fin 4) (Fin 4) ℝ,
      PowerSeries.coeff 2 (flow 1 (A + B)) = quadratic 1 1 (1 / 2) A B := by
    intro A B
    rw [(flow_low 1 (A + B)).2.2.1]
    simp only [quadratic, mul_add, add_mul]
    module
  have exact3 : ∀ A B : Matrix (Fin 4) (Fin 4) ℝ,
      PowerSeries.coeff 3 (flow 1 (A + B)) = cubic 1 1 (1 / 2) (1 / 6) (1 / 6) A B := by
    intro A B
    rw [(flow_low 1 (A + B)).2.2.2]
    simp only [cubic, mul_add, add_mul]
    module
  constructor
  · intro h
    -- nilpotent matrices whose only path from 0 to 3 spells A A B, respectively A B B
    let A₁ : Matrix (Fin 4) (Fin 4) ℝ := !![0, 1, 0, 0; 0, 0, 1, 0; 0, 0, 0, 0; 0, 0, 0, 0]
    let B₁ : Matrix (Fin 4) (Fin 4) ℝ := !![0, 0, 0, 0; 0, 0, 0, 0; 0, 0, 0, 1; 0, 0, 0, 0]
    let A₂ : Matrix (Fin 4) (Fin 4) ℝ := !![0, 1, 0, 0; 0, 0, 0, 0; 0, 0, 0, 0; 0, 0, 0, 0]
    let B₂ : Matrix (Fin 4) (Fin 4) ℝ := !![0, 0, 0, 0; 0, 0, 1, 0; 0, 0, 0, 1; 0, 0, 0, 0]
    have k1 := h A₁ B₁ 1 (by norm_num)
    have k2 := h A₁ B₁ 2 (by norm_num)
    have k3 := h A₁ B₁ 3 le_rfl
    have k4 := h A₂ B₂ 3 le_rfl
    rw [(splitting_expansion a b A₁ B₁ s).2.1, (flow_low 1 (A₁ + B₁)).2.1] at k1
    rw [(splitting_expansion a b A₁ B₁ s).2.2.1, exact2] at k2
    rw [(splitting_expansion a b A₁ B₁ s).2.2.2, exact3] at k3
    rw [(splitting_expansion a b A₂ B₂ s).2.2.2, exact3] at k4
    have hp := congrFun (congrFun k1 0) 1
    have hq := congrFun (congrFun k1 2) 3
    have hw := congrFun (congrFun k2 1) 3
    have hu := congrFun (congrFun k3 0) 3
    have hv := congrFun (congrFun k4 0) 3
    simp [A₁, B₁] at hp hq
    simp [A₁, B₁, quadratic] at hw
    simp [A₁, B₁, cubic] at hu
    simp [A₂, B₂, cubic] at hv
    exact ⟨by linarith, by linarith, by linarith, by linarith, by linarith⟩
  · rintro ⟨hp, hq, hw, hu, hv⟩ A B k hk
    obtain ⟨e0, e1, e2, e3⟩ := splitting_expansion a b A B s
    interval_cases k
    · rw [e0, (flow_low 1 (A + B)).1]
    · rw [e1, (flow_low 1 (A + B)).2.1, hp, hq, smul_add]
    · rw [e2, exact2, hp, hq, hw]
    · rw [e3, exact3, hp, hq, hw, hu, hv]
```

For commuting matrices alone, the single stage a₀ = b₀ = 1 is already exact. If agreement is required only through t², a = (1/2, 1/2), b = (1, 0) works without negative steps.

## Real coefficients

Real coefficients are signed durations. To use their signs, compare the two clocks. For one B step,

(pᵢ₊₁ − qᵢ)³ + (qᵢ₊₁ − pᵢ₊₁)³ = qᵢ₊₁³ − qᵢ³ − 3pᵢ₊₁(qᵢ₊₁² − qᵢ²) + 3pᵢ₊₁²bᵢ.

Sum over i < s. The first difference telescopes to qₛ³, and the last term gives 6uₛ. Since qᵢ₊₁² − qᵢ² = 2qᵢbᵢ + bᵢ², the recurrences for w and v give

∑ pᵢ₊₁(qᵢ₊₁² − qᵢ²) = 2(qₛwₛ − vₛ).

The total is

qₛ³ − 6(qₛwₛ − vₛ) + 6uₛ = 1 − 2 + 1 = 0.

Pairing (qᵢ − pᵢ)³ with (pᵢ₊₁ − qᵢ)³ instead changes the total by −(qₛ − pₛ)³ = 0. `clock_cubes` proves both identities by induction and `ring`.

```lean
/-- The cubed differences between the `A` clock and the `B` clock, grouped by `B` steps or
by `A` steps, sum to polynomials in the total times and word weights. -/
theorem clock_cubes (a b : ℕ → ℝ) (s : ℕ) :
    ∑ i ∈ range s, ((elapsed a (i + 1) - elapsed b i) ^ 3
        + (elapsed b (i + 1) - elapsed a (i + 1)) ^ 3) =
      elapsed b s ^ 3 - 6 * (elapsed b s * weightAB a b s - weightABB a b s)
        + 6 * weightAAB a b s ∧
    ∑ i ∈ range s, ((elapsed b i - elapsed a i) ^ 3
        + (elapsed a (i + 1) - elapsed b i) ^ 3) =
      elapsed b s ^ 3 - 6 * (elapsed b s * weightAB a b s - weightABB a b s)
        + 6 * weightAAB a b s - (elapsed b s - elapsed a s) ^ 3 := by
  induction s with
  | zero => simp [elapsed, weightAB, weightAAB, weightABB]
  | succ n ih =>
    rw [sum_range_succ, sum_range_succ, ih.1, ih.2]
    simp only [elapsed, weightAB, weightAAB, weightABB]
    constructor <;> ring
```

The paired differences sum to bᵢ in the first grouping and to aᵢ in the second. If f + g = x, then

f³ + g³ = x³/4 + (3/4)x(f − g)².

For x ≥ 0 this is nonnegative, and it vanishes only when x = 0. If no step were negative, the zero total would force every step to vanish, contradicting total time 1. `exists_negative_step` is this argument, and the main theorem applies it once to each grouping.

```lean
/-- If steps of total time 1 are each split in two parts and the cubes of all parts sum to
zero, then some step is negative. -/
theorem exists_negative_step (x f g : ℕ → ℝ) (s : ℕ) (hx : ∀ i, f i + g i = x i)
    (h1 : elapsed x s = 1) (h0 : ∑ i ∈ range s, (f i ^ 3 + g i ^ 3) = 0) :
    ∃ i < s, x i < 0 := by
  by_contra! hn
  have key : ∀ i, f i ^ 3 + g i ^ 3 = x i ^ 3 / 4 + 3 / 4 * x i * (f i - g i) ^ 2 := by
    intro i
    rw [← hx i]
    ring
  have hnon : ∀ i ∈ range s, 0 ≤ f i ^ 3 + g i ^ 3 := by
    intro i hi
    have hxi := hn i (mem_range.1 hi)
    rw [key i]
    positivity
  -- every pair of cubes vanishes, hence every step does
  have hz := (Finset.sum_eq_zero_iff_of_nonneg hnon).1 h0
  have hzero : ∀ i < s, x i = 0 := by
    intro i hi
    have hxi := hn i hi
    have h2 := hz i (mem_range.2 hi)
    rw [key i] at h2
    have h3 : 0 ≤ x i ^ 3 := by positivity
    have h4 : 0 ≤ 3 / 4 * x i * (f i - g i) ^ 2 := by positivity
    have h5 : x i ^ 3 = 0 := by linarith
    exact eq_zero_of_pow_eq_zero h5
  have hall : ∀ n ≤ s, elapsed x n = 0 := by
    intro n
    induction n with
    | zero => intro _; rfl
    | succ n ih =>
      intro hle
      simp only [elapsed]
      rw [ih (by omega), hzero n (by omega), add_zero]
  linarith [hall s le_rfl]

/-- A real splitting formula of third order has a negative coefficient in front of `A` and a
negative coefficient in front of `B`. -/
theorem sheng_suzuki_barrier (a b : ℕ → ℝ) (s : ℕ) (h : ThirdOrder a b s) :
    (∃ i < s, a i < 0) ∧ ∃ i < s, b i < 0 := by
  obtain ⟨hp, hq, hw, hu, hv⟩ := (thirdOrder_iff a b s).1 h
  obtain ⟨hB, hA⟩ := clock_cubes a b s
  rw [hq, hw, hu, hv] at hB
  rw [hp, hq, hw, hu, hv] at hA
  constructor
  · refine exists_negative_step a (fun i => elapsed b i - elapsed a i)
      (fun i => elapsed a (i + 1) - elapsed b i) s ?_ hp (hA.trans (by norm_num))
    intro i
    simp only [elapsed]
    ring
  · refine exists_negative_step b (fun i => elapsed a (i + 1) - elapsed b i)
      (fun i => elapsed b (i + 1) - elapsed a (i + 1)) s ?_ hq (hB.trans (by norm_num))
    intro i
    simp only [elapsed]
    ring
```

Complex coefficients defeat the sign argument, because (f − g)² need not be nonnegative. Two copies of the second-order formula above, one with t multiplied by 1/2 + i√3/6 and the other by 1/2 − i√3/6, compose to third order with no negative real part.

## Ruth's formula satisfies the hypotheses

Ruth's three-stage formula has the five required values, checked by rational arithmetic. Its negative coefficients are a₂ = −1/24 and b₁ = −2/3.

```lean
/-- The coefficients of `A` in Ruth's three-stage formula. -/
def ruthA : ℕ → ℝ
  | 0 => 7 / 24
  | 1 => 3 / 4
  | 2 => -1 / 24
  | _ => 0

/-- The coefficients of `B` in Ruth's three-stage formula. -/
def ruthB : ℕ → ℝ
  | 0 => 2 / 3
  | 1 => -2 / 3
  | 2 => 1
  | _ => 0

/-- Ruth's three-stage formula is of third order. -/
theorem ruth_witness : ThirdOrder ruthA ruthB 3 := by
  rw [thirdOrder_iff]
  refine ⟨?_, ?_, ?_, ?_, ?_⟩ <;>
    norm_num [elapsed, weightAB, weightAAB, weightABB, ruthA, ruthB]

end

end ShengSuzukiBarrier
```

```lean
#print axioms ShengSuzukiBarrier.thirdOrder_iff
#print axioms ShengSuzukiBarrier.sheng_suzuki_barrier
```

```
'ShengSuzukiBarrier.thirdOrder_iff' depends on axioms: [propext, Classical.choice, Quot.sound]
'ShengSuzukiBarrier.sheng_suzuki_barrier' depends on axioms: [propext, Classical.choice, Quot.sound]
```
